# Squared norm of a superposition of three state vectors, with its interference terms

The lemma expands the squared norm of a superposition of three vectors `x`, `y`, `z` in a complex inner product space, with complex coefficients p + ip′, q + iq′ and r + ir′. The result is the sum of each coefficient's squared modulus times the squared norm of its vector, plus three interference terms, written with the real and imaginary parts of the pairwise inner products. The vectors need be neither normalised nor orthogonal, so the squared norm is not in general 1, and the space may have any dimension. The attempt applies the formula for the squared norm of a sum twice, uses `simp only` to break the inner products and complex products into real and imaginary parts, and leaves the remaining real algebra to `ring`.

This version doesn't compile in Lean 4 with Mathlib:

```lean
import Mathlib

open Matrix

namespace NormSqComb

noncomputable section

variable {V : Type*} [NormedAddCommGroup V] [InnerProductSpace ℂ V]

private lemma norm_sq_comb (p p' q q' r r' : ℝ) (x y z : V) :
    ‖(⟨p, p'⟩ : ℂ) • x + (⟨q, q'⟩ : ℂ) • y + (⟨r, r'⟩ : ℂ) • z‖ ^ 2 =
      (p ^ 2 + p' ^ 2) * ‖x‖ ^ 2 + (q ^ 2 + q' ^ 2) * ‖y‖ ^ 2 + (r ^ 2 + r' ^ 2) * ‖z‖ ^ 2
      + 2 * ((p * q + p' * q') * (inner ℂ x y).re - (p * q' - p' * q) * (inner ℂ x y).im)
      + 2 * ((p * r + p' * r') * (inner ℂ x z).re - (p * r' - p' * r) * (inner ℂ x z).im)
      + 2 * ((q * r + q' * r') * (inner ℂ y z).re - (q * r' - q' * r) * (inner ℂ y z).im) := by
  rw [norm_add_sq (𝕜 := ℂ), norm_add_sq (𝕜 := ℂ)]
  simp only [inner_add_left, inner_smul_left, inner_smul_right, norm_smul, mul_pow,
    Complex.sq_norm, Complex.normSq_mk, RCLike.re_eq_complex_re, Complex.add_re,
    Complex.mul_re, Complex.mul_im, Complex.conj_re, Complex.conj_im]
  ring

end

end NormSqComb
```

Messages:

```
Try this:
  [apply] ring_nf
  
  The `ring` tactic failed to close the goal. Use `ring_nf` to obtain a normal form.
    
  Note that `ring` works primarily in *commutative* rings. If you have a noncommutative ring, abelian group or module, consider using `noncomm_ring`, `abel` or `module` instead.
Main.lean:16:93: error: unsolved goals
V : Type u_1
inst✝¹ : NormedAddCommGroup V
inst✝ : InnerProductSpace ℂ V
p p' q q' r r' : ℝ
x y z : V
⊢ p * q * (inner ℂ x y).re * 2 - p * (inner ℂ x y).im * q' * 2 + p * r * (inner ℂ x z).re * 2 + p ^ 2 * ‖x‖ ^ 2 +
                          p' * q * (inner ℂ x y).im * 2 +
                        p' * (inner ℂ x y).re * q' * 2 +
                      p' * r * (inner ℂ x z).im * 2 +
                    p' ^ 2 * ‖x‖ ^ 2 +
                  q * r * (inner ℂ y z).re * 2 +
                q ^ 2 * ‖y‖ ^ 2 +
              q' * r * (inner ℂ y z).im * 2 +
            q' ^ 2 * ‖y‖ ^ 2 +
          r ^ 2 * ‖z‖ ^ 2 -
        r' *
            ((starRingEnd ℂ) { re := p, im := p' } * inner ℂ x z +
                (starRingEnd ℂ) { re := q, im := q' } * inner ℂ y z).im *
          2 +
      r' ^ 2 * ‖z‖ ^ 2 =
    p * q * (inner ℂ x y).re * 2 - p * (inner ℂ x y).im * q' * 2 + p * r * (inner ℂ x z).re * 2 -
                                  p * (inner ℂ x z).im * r' * 2 +
                                p ^ 2 * ‖x‖ ^ 2 +
                              p' * q * (inner ℂ x y).im * 2 +
                            p' * (inner ℂ x y).re * q' * 2 +
                          p' * r * (inner ℂ x z).im * 2 +
                        p' * (inner ℂ x z).re * r' * 2 +
                      p' ^ 2 * ‖x‖ ^ 2 +
                    q * r * (inner ℂ y z).re * 2 -
                  q * (inner ℂ y z).im * r' * 2 +
                q ^ 2 * ‖y‖ ^ 2 +
              q' * r * (inner ℂ y z).im * 2 +
            q' * (inner ℂ y z).re * r' * 2 +
          q' ^ 2 * ‖y‖ ^ 2 +
        r ^ 2 * ‖z‖ ^ 2 +
      r' ^ 2 * ‖z‖ ^ 2
```

Fix (accepted with no message):

```diff
@@ -17,5 +17,5 @@
   rw [norm_add_sq (𝕜 := ℂ), norm_add_sq (𝕜 := ℂ)]
   simp only [inner_add_left, inner_smul_left, inner_smul_right, norm_smul, mul_pow,
-    Complex.sq_norm, Complex.normSq_mk, RCLike.re_eq_complex_re, Complex.add_re,
+    Complex.sq_norm, Complex.normSq_mk, RCLike.re_eq_complex_re, Complex.add_re, Complex.add_im,
     Complex.mul_re, Complex.mul_im, Complex.conj_re, Complex.conj_im]
   ring
```

The first message says that `ring` could not close the goal, and the error shows what was left. On the left-hand side, `r'` still multiplies the imaginary part of a sum, the one containing `inner ℂ x z` and `inner ℂ y z`. On the right-hand side the corresponding terms are written out separately.

This sum comes from the inner product of the first two terms of the superposition with the third. Taking the real part of its product with the coefficient of `z`, `Complex.mul_re` produces both the real and the imaginary part of the sum. The `simp only` list has `Complex.add_re` to split the former, but nothing to split the latter. `Complex.mul_im` is in the list, but it cannot act until the sum has been split, and `ring` does not know that the imaginary part of a sum is the sum of the imaginary parts.

The repair adds `Complex.add_im`, which states just that. The lemmas already listed then expand each product, and `ring` can match the two sides.
